# The leading quantum correction to the classical partition function of harmonic oscillators

This text compares the quantum and classical partition functions of a harmonic oscillator in thermal equilibrium. The quantum one is written as a sum over energy levels and the classical one as a phase-space integral. The oscillator has mass $m$, frequency $\omega$ and inverse temperature $\beta$. Its levels $\hbar\omega(n+\tfrac12)$, $n=0,1,2,\dots$, are put in, not derived from the Schrödinger equation.

```lean
import Mathlib

open Real Filter Topology

namespace WignerKirkwoodOscillator

noncomputable section
```

With $x=\beta\hbar\omega$, the level spacing in thermal units, `quantumZ x` is $Z(x)=\sum_n e^{-x(n+1/2)}$.

```lean
/-- Quantum partition function of a harmonic oscillator as a sum over its levels,
with `x = β ħ ω > 0` the level spacing in units of the thermal energy. -/
def quantumZ (x : ℝ) : ℝ := ∑' n : ℕ, exp (-(x * (n + 1 / 2)))
```

`classicalZ` integrates $e^{-\beta H}$ over position $q$ and momentum $p$, with $H=p^2/2m+m\omega^2q^2/2$, and divides by $2\pi\hbar$, the phase-space area per quantum state.

```lean
/-- Classical partition function of a harmonic oscillator: the phase-space integral of the
Boltzmann factor in units of `2 π ħ`, for positive `β`, `m`, `ω` and `ħ`. -/
def classicalZ (β m ω hbar : ℝ) : ℝ :=
  (∫ p : ℝ, ∫ q : ℝ, exp (-(β * (p ^ 2 / (2 * m) + m * ω ^ 2 * q ^ 2 / 2)))) /
    (2 * Real.pi * hbar)
```

## (a) Summing the levels

Show that for $x>0$ the level sum converges, with
$$Z(x)=\frac{1}{2\sinh(x/2)}.$$

The terms are $e^{-x/2}(e^{-x})^n$, a geometric sequence with ratio below 1. The sum is $e^{-x/2}/(1-e^{-x})$, and $1-e^{-x}=e^{-x/2}\cdot 2\sinh(x/2)$. In Lean, `HasSum` states convergence together with the value; `hf` rewrites the terms and `hval` the sum.

```lean
/-- For `x > 0` the Boltzmann factors of the oscillator levels sum to `1 / (2 sinh (x/2))`. -/
theorem hasSum_boltzmann {x : ℝ} (hx : 0 < x) :
    HasSum (fun n : ℕ => exp (-(x * (n + 1 / 2)))) (1 / (2 * sinh (x / 2))) := by
  have hr : exp (-x) < 1 := Real.exp_lt_one_iff.2 (by linarith)
  have h := (hasSum_geometric_of_lt_one (exp_pos (-x)).le hr).mul_left (exp (-(x / 2)))
  have hval : exp (-(x / 2)) * (1 - exp (-x))⁻¹ = 1 / (2 * sinh (x / 2)) := by
    have hs : 0 < sinh (x / 2) := Real.sinh_pos_iff.2 (by linarith)
    have ha : exp (-(x / 2)) ≠ 0 := (exp_pos _).ne'
    have h1 : exp (-(x / 2)) * exp (x / 2) = 1 := by
      rw [← Real.exp_add]; simp
    have h2 : exp (-x) = exp (-(x / 2)) * exp (-(x / 2)) := by
      rw [← Real.exp_add]; congr 1; ring
    have h3 : 1 - exp (-x) = exp (-(x / 2)) * (2 * sinh (x / 2)) := by
      rw [h2, Real.sinh_eq]; linear_combination -h1
    rw [h3, mul_inv, ← mul_assoc, mul_inv_cancel₀ ha, one_mul, one_div]
  rw [hval] at h
  -- the Boltzmann factors form a geometric sequence
  have hf : (fun n : ℕ => exp (-(x * (n + 1 / 2)))) =
      fun n : ℕ => exp (-(x / 2)) * exp (-x) ^ n := by
    funext n
    rw [← Real.exp_nat_mul, ← Real.exp_add]
    congr 1
    ring
  rw [hf]
  exact h
```

## (b) The phase-space integral

Show that for positive $\beta,m,\omega,\hbar$ the classical partition function is
$$Z_{\rm cl}=\frac{1}{\beta\hbar\omega}.$$

The integrand factorises into two Gaussians (`e` in the code), so the integral is
$$\sqrt{\frac{2\pi m}{\beta}}\,\sqrt{\frac{2\pi}{\beta m\omega^2}}=\frac{2\pi}{\beta\omega}.$$
Division by $2\pi\hbar$ gives the result. The mass cancels.

```lean
/-- For positive `β`, `m`, `ω` and `ħ` the classical phase-space integral gives
`1 / (β ħ ω)`. -/
theorem classicalZ_eq {β m ω hbar : ℝ} (hβ : 0 < β) (hm : 0 < m) (hω : 0 < ω)
    (hh : 0 < hbar) : classicalZ β m ω hbar = 1 / (β * hbar * ω) := by
  -- the Boltzmann factor splits into a momentum and a position Gaussian
  have e : ∀ p q : ℝ, exp (-(β * (p ^ 2 / (2 * m) + m * ω ^ 2 * q ^ 2 / 2))) =
      exp (-(β / (2 * m)) * p ^ 2) * exp (-(β * m * ω ^ 2 / 2) * q ^ 2) := by
    intro p q
    rw [← Real.exp_add]
    congr 1
    ring
  have hsq : Real.pi / (β / (2 * m)) * (Real.pi / (β * m * ω ^ 2 / 2)) =
      (2 * Real.pi / (β * ω)) ^ 2 := by
    field_simp
  unfold classicalZ
  simp_rw [e, MeasureTheory.integral_const_mul, MeasureTheory.integral_mul_const,
    integral_gaussian]
  rw [← Real.sqrt_mul (by positivity), hsq, Real.sqrt_sq (by positivity)]
  field_simp
```

## (c) Positivity from the derivative

Let $f$ be differentiable on the real line, with $f(0)=0$ and $f'(t)>0$ for $t>0$. Show that
$$f(y)>0\quad\text{for } y>0.$$

By the mean value theorem some $c\in(0,y)$ has $f'(c)=f(y)/y$. The left side is positive, hence so is $f(y)$.

```lean
/-- A function that vanishes at the origin and has positive derivative at all positive
arguments is positive there. -/
theorem pos_of_deriv_pos (f f' : ℝ → ℝ) (hf : ∀ y, HasDerivAt f (f' y) y) (h0 : f 0 = 0)
    (hp : ∀ y, 0 < y → 0 < f' y) (y : ℝ) (hy : 0 < y) : 0 < f y := by
  obtain ⟨c, hc, h⟩ := exists_hasDerivAt_eq_slope f f' hy
    (fun t _ => (hf t).continuousAt.continuousWithinAt) (fun t _ => hf t)
  have h1 := hp c hc.1
  rw [h, h0, sub_zero, sub_zero] at h1
  exact (div_pos_iff_of_pos_right hy).1 h1
```

## (d) A lower bound on sinh

Show that for $y>0$
$$y+\frac{y^3}{6}<\sinh y.$$

Apply (c) in turn to $\sinh t-t$, $\cosh t-1-t^2/2$ and $\sinh t-t-t^3/6$. All vanish at 0. The first has derivative $\cosh t-1>0$; each later one has its predecessor as derivative. These are `h1`, `h2` and `h3`.

```lean
/-- For `y > 0` the hyperbolic sine exceeds its cubic Taylor polynomial. -/
theorem cubic_lt_sinh {y : ℝ} (hy : 0 < y) : y + y ^ 3 / 6 < sinh y := by
  have h1 := pos_of_deriv_pos (fun t => sinh t - t) (fun t => cosh t - 1)
    (fun t => (Real.hasDerivAt_sinh t).fun_sub (hasDerivAt_id' t)) (by simp)
    (fun t ht => sub_pos.2 (Real.one_lt_cosh.2 ht.ne'))
  have h2 := pos_of_deriv_pos (fun t => cosh t - 1 - t ^ 2 / 2) (fun t => sinh t - t)
    (fun t => by
      have hsq : HasDerivAt (fun s : ℝ => s ^ 2) (2 * t) t := by
        simpa using hasDerivAt_pow 2 t
      exact (((Real.hasDerivAt_cosh t).sub_const 1).fun_sub (hsq.div_const 2)).congr_deriv
        (by ring)) (by simp) h1
  have h3 := pos_of_deriv_pos (fun t => sinh t - t - t ^ 3 / 6)
    (fun t => cosh t - 1 - t ^ 2 / 2)
    (fun t => by
      have hcu : HasDerivAt (fun s : ℝ => s ^ 3) (3 * t ^ 2) t := by
        simpa using hasDerivAt_pow 3 t
      exact (((Real.hasDerivAt_sinh t).fun_sub (hasDerivAt_id' t)).fun_sub
        (hcu.div_const 6)).congr_deriv (by ring)) (by simp) h2 y hy
  linarith
```

## (e) An upper bound on sinh

Show that for $y>0$
$$\sinh y\left(1-\frac{y^2}{6}\right)<y.$$

Let $g(t)=t-\sinh t\,(1-t^2/6)$. Then
$$g'(t)=1-\cosh t\left(1-\frac{t^2}{6}\right)+\frac{t\sinh t}{3},$$
$$g''(t)=\frac{t^2}{6}\sinh t+\frac23(t\cosh t-\sinh t).$$
The last bracket vanishes at 0 and has derivative $t\sinh t>0$, so (c) makes it positive (`h1`). Thus $g''>0$ for $t>0$. Since $g'(0)=g(0)=0$, two more uses of (c) give $g'>0$ (`h2`) and $g>0$ (`h3`).

```lean
/-- For `y > 0` the product `sinh y (1 - y²/6)` stays below `y`. -/
theorem sinh_mul_lt {y : ℝ} (hy : 0 < y) : sinh y * (1 - y ^ 2 / 6) < y := by
  have hq : ∀ t : ℝ, HasDerivAt (fun s : ℝ => 1 - s ^ 2 / 6) (-(2 * t / 6)) t := fun t => by
    have hsq : HasDerivAt (fun s : ℝ => s ^ 2) (2 * t) t := by
      simpa using hasDerivAt_pow 2 t
    exact (hsq.div_const 6).const_sub 1
  have h1 := pos_of_deriv_pos (fun t => t * cosh t - sinh t) (fun t => t * sinh t)
    (fun t => (((hasDerivAt_id' t).fun_mul (Real.hasDerivAt_cosh t)).fun_sub
      (Real.hasDerivAt_sinh t)).congr_deriv (by ring)) (by simp)
    (fun t ht => mul_pos ht (Real.sinh_pos_iff.2 ht))
  -- the difference's first derivative vanishes at 0 and increases, so it is positive for t > 0
  have h2 := pos_of_deriv_pos (fun t => 1 - cosh t * (1 - t ^ 2 / 6) + t * sinh t / 3)
    (fun t => t ^ 2 / 6 * sinh t + 2 / 3 * (t * cosh t - sinh t))
    (fun t => ((((Real.hasDerivAt_cosh t).fun_mul (hq t)).const_sub 1).fun_add
      (((hasDerivAt_id' t).fun_mul (Real.hasDerivAt_sinh t)).div_const 3)).congr_deriv
      (by ring)) (by simp)
    (fun t ht => add_pos (mul_pos (by positivity) (Real.sinh_pos_iff.2 ht))
      (mul_pos (by norm_num) (h1 t ht)))
  have h3 := pos_of_deriv_pos (fun t => t - sinh t * (1 - t ^ 2 / 6))
    (fun t => 1 - cosh t * (1 - t ^ 2 / 6) + t * sinh t / 3)
    (fun t => ((hasDerivAt_id' t).fun_sub
      ((Real.hasDerivAt_sinh t).fun_mul (hq t))).congr_deriv (by ring)) (by simp) h2 y hy
  linarith
```

## (f) Bounds on the quantum-to-classical ratio

Show that for $x>0$
$$1-\frac{x^2}{24}<xZ(x)<\frac{1}{1+x^2/24}.$$

Put $y=x/2$, so that $xZ=y/\sinh y$ by (a) and $y^2/6=x^2/24$. Part (e) gives the lower bound and (d) the upper one. The upper bound is below 1, so $Z(x)<1/x$.

```lean
/-- For `x > 0` the ratio `x Z` of the quantum partition function to the classical value `1/x`
lies strictly between `1 - x²/24` and `1 / (1 + x²/24)`. -/
theorem ratio_bounds {x : ℝ} (hx : 0 < x) :
    1 - x ^ 2 / 24 < x * quantumZ x ∧ x * quantumZ x < 1 / (1 + x ^ 2 / 24) := by
  have hy : 0 < x / 2 := by linarith
  have hs : 0 < sinh (x / 2) := Real.sinh_pos_iff.2 hy
  have hl := sinh_mul_lt hy
  have hu := cubic_lt_sinh hy
  have hZ : x * quantumZ x = x / (2 * sinh (x / 2)) := by
    rw [quantumZ, (hasSum_boltzmann hx).tsum_eq, mul_one_div]
  rw [hZ]
  constructor
  · rw [lt_div_iff₀ (by positivity)]
    linarith
  · rw [div_lt_div_iff₀ (by positivity) (by positivity)]
    linarith
```

## (g) The limit of small level spacing

Show that
$$\lim_{x\to0^+}\frac{xZ(x)-1}{x^2}=-\frac1{24}.$$

Subtract 1 in (f) and divide by $x^2$:
$$-\frac1{24}<\frac{xZ-1}{x^2}<-\frac1{24+x^2}.$$
Both bounds tend to $-1/24$, and the squeeze lemma finishes the proof. The filter `𝓝[>] 0` means approach from above.

```lean
/-- For the quantum partition function `Z` of a harmonic oscillator, `(x Z - 1) / x²` tends to
`-1/24` as `x = β ħ ω` tends to zero from above. -/
theorem wigner_kirkwood :
    Tendsto (fun x => (x * quantumZ x - 1) / x ^ 2) (𝓝[>] 0) (𝓝 (-1 / 24)) := by
  have h : Tendsto (fun x : ℝ => -1 / (24 + x ^ 2)) (𝓝 0) (𝓝 (-1 / (24 + 0 ^ 2))) :=
    ContinuousAt.div continuousAt_const (by fun_prop) (by norm_num)
  rw [show (-1 / (24 + 0 ^ 2) : ℝ) = -1 / 24 by norm_num] at h
  refine tendsto_of_tendsto_of_tendsto_of_le_of_le' tendsto_const_nhds
    (h.mono_left nhdsWithin_le_nhds) ?_ ?_
  · filter_upwards [self_mem_nhdsWithin] with x hx
    have hx : 0 < x := hx
    rw [le_div_iff₀ (by positivity)]
    linarith [(ratio_bounds hx).1]
  · filter_upwards [self_mem_nhdsWithin] with x hx
    have hx : 0 < x := hx
    have e : 1 / (1 + x ^ 2 / 24) = 1 + -1 / (24 + x ^ 2) * x ^ 2 := by
      field_simp
      ring
    rw [div_le_iff₀ (by positivity)]
    linarith [(ratio_bounds hx).2]
```

## (h) The coefficient of ħ² for one mode

Show that at fixed positive $\beta,m,\omega$
$$\lim_{\hbar\to0^+}\frac{Z/Z_{\rm cl}-1}{\hbar^2}=-\frac{(\beta\omega)^2}{24}.$$

By (b), $Z/Z_{\rm cl}=xZ(x)$ with $x=\beta\hbar\omega$. The quotient is therefore that of (g) times $(\beta\omega)^2$, and $x\to0^+$ with $\hbar$ (`hc`). This is the Wigner–Kirkwood correction for a quadratic potential; for other one-dimensional confining potentials $V(q)$ that are smooth and whose derivatives are suitably bounded in growth, $\omega^2$ is replaced by the classical thermal average of $V''(q)/m$.

```lean
/-- For one mode with positive `β`, `m` and `ω`, the quantum-to-classical ratio minus one,
divided by `ħ²`, tends to `-(β ω)²/24` as `ħ` tends to zero from above. -/
theorem single_mode {β m ω : ℝ} (hβ : 0 < β) (hm : 0 < m) (hω : 0 < ω) :
    Tendsto (fun hbar => (quantumZ (β * hbar * ω) / classicalZ β m ω hbar - 1) / hbar ^ 2)
      (𝓝[>] 0) (𝓝 (-(β * ω) ^ 2 / 24)) := by
  have hc : Tendsto (fun t : ℝ => β * t * ω) (𝓝[>] 0) (𝓝[>] 0) := by
    refine tendsto_nhdsWithin_iff.2 ⟨?_, ?_⟩
    · exact (Continuous.tendsto' (by fun_prop) 0 0 (by simp)).mono_left nhdsWithin_le_nhds
    · filter_upwards [self_mem_nhdsWithin] with t ht
      exact mul_pos (mul_pos hβ ht) hω
  have h := (wigner_kirkwood.comp hc).mul_const ((β * ω) ^ 2)
  rw [show -(β * ω) ^ 2 / 24 = -1 / 24 * (β * ω) ^ 2 by ring]
  refine h.congr' ?_
  filter_upwards [self_mem_nhdsWithin] with t ht
  have ht : 0 < t := ht
  simp only [Function.comp_apply]
  rw [classicalZ_eq hβ hm hω ht]
  generalize quantumZ (β * t * ω) = z
  rw [one_div, div_inv_eq_mul, div_mul_eq_mul_div,
    div_eq_div_iff (by positivity) (by positivity)]
  ring
```

## (i) Several independent modes

For finitely many modes $i$ with masses $m_i>0$, frequencies $\omega_i>0$ and ratios $R_i=Z_i/Z_{{\rm cl},i}$, show that
$$\lim_{\hbar\to0^+}\frac{\prod_i R_i-1}{\hbar^2}=-\frac{\beta^2}{24}\sum_i\omega_i^2.$$

Use induction over the set of modes (`key`). If $P$ is the product so far and mode $a$ is added,
$$\frac{R_aP-1}{\hbar^2}=R_a\,\frac{P-1}{\hbar^2}+\frac{R_a-1}{\hbar^2}.$$
Since $R_a\to1$ by (h), the limits add. Independence enters as the product form itself. With no modes, the product is 1 and both sides are 0.

For uncoupled harmonic vibrations of nuclei, $\hbar^2$ times this coefficient approximates the relative quantum correction to the classical partition function when $\beta^2\hbar^2\sum_i\omega_i^2$ is small compared with 1. Stiff vibrations at room temperature can violate this condition.

```lean
/-- For finitely many independent modes with positive masses and frequencies at `β > 0`, the
product of quantum-to-classical ratios minus one, divided by `ħ²`, tends to `-(β²/24) ∑ ωᵢ²`
as `ħ` tends to zero from above. -/
theorem many_modes {ι : Type*} [Fintype ι] {β : ℝ} {m ω : ι → ℝ} (hβ : 0 < β)
    (hm : ∀ i, 0 < m i) (hω : ∀ i, 0 < ω i) :
    Tendsto (fun hbar => (∏ i, quantumZ (β * hbar * ω i) / classicalZ β (m i) (ω i) hbar - 1)
      / hbar ^ 2) (𝓝[>] 0) (𝓝 (-(β ^ 2 / 24) * ∑ i, ω i ^ 2)) := by
  classical
  have key : ∀ s : Finset ι, Tendsto (fun hbar =>
      (∏ i ∈ s, quantumZ (β * hbar * ω i) / classicalZ β (m i) (ω i) hbar - 1) / hbar ^ 2)
      (𝓝[>] 0) (𝓝 (∑ i ∈ s, -(β * ω i) ^ 2 / 24)) := by
    intro s
    induction s using Finset.induction_on with
    | empty => simp
    | insert a s ha ih =>
      have h := single_mode hβ (hm a) (hω a)
      have hsq : Tendsto (fun t : ℝ => t ^ 2) (𝓝[>] 0) (𝓝 0) :=
        (Continuous.tendsto' (by fun_prop) 0 0 (by simp)).mono_left nhdsWithin_le_nhds
      -- the ratio of the added mode itself tends to one
      have h1 : Tendsto (fun t => quantumZ (β * t * ω a) / classicalZ β (m a) (ω a) t)
          (𝓝[>] 0) (𝓝 1) := by
        have h2 := (h.mul hsq).add_const 1
        rw [mul_zero, zero_add] at h2
        refine h2.congr' ?_
        filter_upwards [self_mem_nhdsWithin] with t ht
        have ht : 0 < t := ht
        rw [div_mul_cancel₀ _ (by positivity), sub_add_cancel]
      have h3 := (h1.mul ih).add h
      rw [one_mul, add_comm] at h3
      rw [Finset.sum_insert ha]
      refine h3.congr fun t => ?_
      rw [Finset.prod_insert ha]
      ring
  have e : -(β ^ 2 / 24) * ∑ i, ω i ^ 2 = ∑ i, -(β * ω i) ^ 2 / 24 := by
    rw [Finset.mul_sum]
    exact Finset.sum_congr rfl fun i _ => by ring
  rw [e]
  exact key Finset.univ

end

end WignerKirkwoodOscillator
```

```lean
#print axioms WignerKirkwoodOscillator.wigner_kirkwood
#print axioms WignerKirkwoodOscillator.many_modes
```

```
'WignerKirkwoodOscillator.wigner_kirkwood' depends on axioms: [propext, Classical.choice, Quot.sound]
'WignerKirkwoodOscillator.many_modes' depends on axioms: [propext, Classical.choice, Quot.sound]
```
